# The overlap criterion for an antisymmetric pairing matrix bordered by one unpaired orbital

Take $N$ spin-polarised electrons at fixed positions $r_i$ and a real antisymmetric pair function $\phi$. A Pfaffian trial wave function is built from the matrix $A_{ij}=\phi(r_i,r_j)$. When $N$ is odd, one electron is left without a partner. The usual remedy is an extra orbital $\psi$, whose values $v_i=\psi(r_i)$ border $A$ as an additional column and, with a minus sign, as an additional row. Which orbitals $v$ give a nonzero wave function at this configuration?

The square of the Pfaffian is the determinant, so the question can be settled with determinants. They leave the sign of the wave function open.

## Matrices and modes

The index type `n` is any finite set and all entries are real. In the application above it labels the electrons. Antisymmetry enters as the hypothesis `Aᵀ = -A`.

```lean
import Mathlib

open Matrix

namespace UnpairedOrbitalPfaffian
```

The vector $v$ is first written as a one-column matrix.

```lean
/-- An orbital written as a matrix with a single column. -/
def col {n : Type*} (v : n → ℝ) : Matrix n (Fin 1) ℝ := Matrix.of fun i _ => v i
```

The bordered matrix is then
$$M(v)=\begin{pmatrix}A&v\\-v^T&0\end{pmatrix}.$$

```lean
/-- The pairing matrix `A` bordered by an unpaired orbital `v`: the block matrix
`[[A, v], [-vᵀ, 0]]`. -/
def bordered {n : Type*} (A : Matrix n n ℝ) (v : n → ℝ) :
    Matrix (n ⊕ Fin 1) (n ⊕ Fin 1) ℝ :=
  Matrix.fromBlocks A (col v) (-(col v)ᵀ) 0
```

An unpaired mode is a nonzero vector that $A$ annihilates. The next predicate says that $z$ is such a mode and that every other one is a multiple of it. This is an assumption about the configuration: pairing fails in a single direction. The vector $z$ need not be normalised.

```lean
/-- The vector `z` is the only unpaired mode of `A`: it is nonzero, and the kernel of `A`
consists exactly of its multiples. -/
def IsOnlyUnpairedMode {n : Type*} [Fintype n] (A : Matrix n n ℝ) (z : n → ℝ) : Prop :=
  z ≠ 0 ∧ ∀ x : n → ℝ, A *ᵥ x = 0 ↔ ∃ c : ℝ, x = c • z
```

For three indices there is an explicit example, the matrix of $x\mapsto z\times x$. Components are numbered from 0, as in Lean.

```lean
/-- The 3 × 3 pairing matrix that acts on a vector `x` as the cross product of `z` with `x`. -/
def crossPairing (z : Fin 3 → ℝ) : Matrix (Fin 3) (Fin 3) ℝ :=
  !![0, -z 2, z 1; z 2, 0, -z 0; -z 1, z 0, 0]
```

Below, $\langle v,z\rangle=\sum_i v_iz_i$, written `v ⬝ᵥ z` in Lean, is a sum over the index set, not an overlap integral over space. The product $Ax$ is written `A *ᵥ x`.

## Problems

### (a) Components on the bordered space

Show that every vector $w$ on the enlarged index set has the form
$$w=(x,t),\qquad x\in\mathbb R^n,\ t\in\mathbb R.$$

**Solution.** Let $x$ be the restriction of $w$ to the old indices and $t$ its entry at the new one. In Lean, `Sum.elim` joins the two parts.

```lean
/-- A vector on the bordered space consists of a part `x` on the original indices and one amplitude
`t` on the extra index. -/
theorem exists_components {n : Type*} (w : n ⊕ Fin 1 → ℝ) :
    ∃ (x : n → ℝ) (t : ℝ), w = Sum.elim x (fun _ => t) := by
  refine ⟨fun i => w (Sum.inl i), w (Sum.inr 0), ?_⟩
  funext i
  rcases i with i | i
  · rfl
  · rw [Subsingleton.elim i 0]
    rfl
```

### (b) Action of the bordered matrix

Show that
$$M(v)(x,t)=(Ax+tv,\,-\langle v,x\rangle).$$

**Solution.** The upper blocks give $Ax+vt$; the lower blocks give $-v^Tx+0\cdot t$. The proof treats the two kinds of index separately and unfolds the sums.

```lean
variable {n : Type*} [Fintype n]

/-- The bordered matrix sends `(x, t)` to `(A x + t v, -⟨v, x⟩)`. -/
theorem bordered_mulVec (A : Matrix n n ℝ) (v x : n → ℝ) (t : ℝ) :
    bordered A v *ᵥ Sum.elim x (fun _ => t) =
      Sum.elim (A *ᵥ x + t • v) (fun _ => -(v ⬝ᵥ x)) := by
  funext i
  rcases i with i | i <;>
    simp [bordered, col, Matrix.mulVec, dotProduct, mul_comm]
```

### (c) Range against kernel

Let $A$ be antisymmetric with $Az=0$. Show that, for every $x$,
$$\langle z,Ax\rangle=0.$$

**Solution.** Move $A$ to the other side: $\langle z,Ax\rangle=\langle A^Tz,x\rangle=-\langle Az,x\rangle=0$. The rewrites follow this chain.

```lean
/-- For an antisymmetric pairing matrix, every vector in the range is orthogonal to every
vector in the kernel. -/
theorem kernel_orthogonal_range {A : Matrix n n ℝ} (hA : Aᵀ = -A) {z : n → ℝ}
    (hz : A *ᵥ z = 0) (x : n → ℝ) : z ⬝ᵥ (A *ᵥ x) = 0 := by
  rw [Matrix.dotProduct_mulVec, ← Matrix.mulVec_transpose, hA, Matrix.neg_mulVec, hz,
    neg_zero, zero_dotProduct]
```

### (d) Determinant in odd size

Let $A$ be antisymmetric of odd size $N$. Show that
$$\det A=0.$$

**Solution.** Transposition preserves the determinant, so
$$\det A=\det A^T=\det(-A)=(-1)^N\det A=-\det A,$$
and hence $2\det A=0$. The `calc` block is this line.

```lean
variable [DecidableEq n]

/-- An antisymmetric pairing matrix of odd size has determinant zero. -/
theorem det_eq_zero_of_odd {A : Matrix n n ℝ} (hA : Aᵀ = -A)
    (hodd : Odd (Fintype.card n)) : A.det = 0 := by
  have h : A.det = -A.det := by
    calc A.det = Aᵀ.det := (Matrix.det_transpose A).symm
      _ = (-1) ^ Fintype.card n * A.det := by rw [hA, Matrix.det_neg]
      _ = -A.det := by rw [hodd.neg_one_pow]; ring
  linarith
```

### (e) Invertibility after bordering

Let $z$ be the only unpaired mode of an antisymmetric $A$, up to multiples. Show that
$$M(v)\text{ is invertible}\iff\langle v,z\rangle\neq0.$$

**Solution.** We show that $M(v)$ has a nonzero null vector exactly when $\langle v,z\rangle=0$.

Suppose that $(x,t)\ne0$ is a null vector. By (b), $Ax+tv=0$ and $\langle v,x\rangle=0$. Taking the product of the first equation with $z$ and using (c) gives $t\langle v,z\rangle=0$. If the overlap were nonzero, then $t=0$, so $Ax=0$ and $x=cz$. The second equation would become $c\langle v,z\rangle=0$, so $c=0$ and $(x,t)=0$, a contradiction.

Conversely, if $\langle v,z\rangle=0$, then $(z,0)$ is a nonzero null vector.

```lean
/-- Let `z` be the only unpaired mode of an antisymmetric pairing matrix. The matrix bordered
by the orbital `v` is invertible if and only if `v` overlaps `z`. -/
theorem isUnit_bordered_iff {A : Matrix n n ℝ} (hA : Aᵀ = -A) {z : n → ℝ}
    (hz : IsOnlyUnpairedMode A z) (v : n → ℝ) :
    IsUnit (bordered A v) ↔ v ⬝ᵥ z ≠ 0 := by
  have hAz : A *ᵥ z = 0 := (hz.2 z).2 ⟨1, by simp⟩
  rw [Matrix.isUnit_iff_isUnit_det, isUnit_iff_ne_zero]
  refine not_congr ?_
  rw [← Matrix.exists_mulVec_eq_zero_iff]
  constructor
  · rintro ⟨w, hw0, hw⟩
    obtain ⟨x, t, rfl⟩ := exists_components w
    rw [bordered_mulVec] at hw
    have h1 : A *ᵥ x + t • v = 0 := funext fun i => congrFun hw (Sum.inl i)
    have h2 : v ⬝ᵥ x = 0 := neg_eq_zero.1 (congrFun hw (Sum.inr 0))
    by_contra hvz
    -- projecting on the unpaired mode removes the pairing term
    have h3 : t * (v ⬝ᵥ z) = 0 := by
      have h := congrArg (fun y => z ⬝ᵥ y) h1
      simp only [dotProduct_add, dotProduct_smul, kernel_orthogonal_range hA hAz,
        dotProduct_zero, zero_add, smul_eq_mul] at h
      rwa [dotProduct_comm v z]
    have ht : t = 0 := (mul_eq_zero.1 h3).resolve_right hvz
    subst ht
    -- what remains is a multiple of the mode, and its overlap with `v` vanishes
    obtain ⟨c, rfl⟩ := (hz.2 x).1 (by simpa using h1)
    rw [dotProduct_smul, smul_eq_mul] at h2
    have hc : c = 0 := (mul_eq_zero.1 h2).resolve_right hvz
    apply hw0
    funext i
    rcases i with i | i <;> simp [hc]
  · intro h
    refine ⟨Sum.elim z (fun _ => 0), ?_, ?_⟩
    · intro h0
      exact hz.1 (funext fun i => congrFun h0 (Sum.inl i))
    · rw [bordered_mulVec, hAz, h]
      funext i
      rcases i with i | i <;> simp
```

The Mathlib lemma `Matrix.exists_mulVec_eq_zero_iff` carries the argument from determinants to vectors. It says that a square matrix has determinant zero if and only if it sends some nonzero vector to zero. The proof first turns `IsUnit` into a nonzero determinant, and `not_congr` then removes the negation on both sides. Rewriting with the lemma from right to left replaces the equation $\det M(v)=0$ by the existence of a null vector `w`, which (a) splits into $(x,t)$. No determinant has to be expanded.

For a real Pfaffian wave function at a configuration with a single unpaired mode, the criterion locates the nodes: the Pfaffian vanishes exactly when the orbital values are orthogonal to $z$.

### (f) Mixing paired directions into the orbital

Let $A$ be antisymmetric and let $z$, $x$ be arbitrary vectors. Show that
$$\det M(Ax+tz)=t^2\det M(z).$$

**Solution.** Put $L=\begin{pmatrix}1&0\\x^T&t\end{pmatrix}$. Then
$$M(z)L^T=\begin{pmatrix}A&Ax+tz\\-z^T&-\langle z,x\rangle\end{pmatrix}.$$
Multiplication by $L$ from the left keeps the upper row. The lower left block becomes $x^TA-tz^T=-(Ax+tz)^T$. The lower right entry becomes $x^TAx+t\langle x,z\rangle-t\langle z,x\rangle=x^TAx$, which is zero because this number equals its own transpose, $-x^TAx$. Therefore $LM(z)L^T=M(Ax+tz)$, and $\det L=t$ gives the factor $t^2$.

In the code, `h1` is the symmetry of $\langle z,x\rangle$, `h3` is $x^TAx=0$, and `hcong` is the congruence.

```lean
/-- For antisymmetric `A`, replacing the unpaired orbital `z` by `A x + t z` multiplies the
determinant of the bordered matrix by `t²`. -/
theorem det_bordered_mix {A : Matrix n n ℝ} (hA : Aᵀ = -A) (z x : n → ℝ) (t : ℝ) :
    (bordered A (A *ᵥ x + t • z)).det = t ^ 2 * (bordered A z).det := by
  have hsym : ∀ S : Matrix (Fin 1) (Fin 1) ℝ, Sᵀ = S := by
    intro S
    ext i j
    rw [Subsingleton.elim i j]
    rfl
  have h1 := hsym ((col z)ᵀ * col x)
  rw [Matrix.transpose_mul, Matrix.transpose_transpose] at h1
  have h2 := hsym ((col x)ᵀ * A * col x)
  rw [Matrix.transpose_mul, Matrix.transpose_mul, Matrix.transpose_transpose, hA,
    Matrix.neg_mul, Matrix.mul_neg, ← Matrix.mul_assoc] at h2
  have h3 : (col x)ᵀ * A * col x = 0 := by
    ext i j
    have h := congrFun (congrFun h2 i) j
    rw [Matrix.neg_apply] at h
    rw [Matrix.zero_apply]
    linarith
  have hcol : col (A *ᵥ x + t • z) = A * col x + t • col z := by
    ext i j
    simp [col, Matrix.mul_apply, Matrix.mulVec, dotProduct]
  -- the change of orbital is a congruence by a block triangular matrix
  have hcong : Matrix.fromBlocks 1 0 (col x)ᵀ (t • (1 : Matrix (Fin 1) (Fin 1) ℝ)) *
      bordered A z * Matrix.fromBlocks 1 (col x) 0 (t • (1 : Matrix (Fin 1) (Fin 1) ℝ)) =
      bordered A (A *ᵥ x + t • z) := by
    rw [bordered, bordered, Matrix.fromBlocks_multiply, Matrix.fromBlocks_multiply, hcol]
    refine Matrix.fromBlocks_inj.2 ⟨?_, ?_, ?_, ?_⟩
    · simp
    · simp
    · simp [Matrix.transpose_mul, hA, add_comm]
    · simp [Matrix.add_mul, h3, h1]
  rw [← hcong, Matrix.det_mul, Matrix.det_mul, Matrix.det_fromBlocks_zero₁₂,
    Matrix.det_fromBlocks_zero₂₁]
  simp only [Matrix.det_one, Matrix.det_smul, Fintype.card_fin, pow_one, mul_one, one_mul]
  ring
```

### (g) Size of the determinant

Under the assumptions of (e), show that
$$\langle z,z\rangle^2\det M(v)=\langle v,z\rangle^2\det M(z).$$

**Solution.** Since $\langle z,z\rangle\neq0$, part (e) makes $M(z)$ invertible. Solve $M(z)(x,t)=(v,0)$; the upper part reads $v=Ax+tz$. Its product with $z$ is $\langle v,z\rangle=t\langle z,z\rangle$ by (c). Part (f) gives $\det M(v)=t^2\det M(z)$, and multiplication by $\langle z,z\rangle^2$ finishes the calculation.

With the unit vector $\hat z=z/\lVert z\rVert$ the law reads $\det M(v)=\langle v,\hat z\rangle^2\det M(\hat z)$.

```lean
/-- If `z` is the only unpaired mode of an antisymmetric pairing matrix, the determinant of the
matrix bordered by `v` is `(⟨v, z⟩ / ⟨z, z⟩)²` times its value for `v = z`, written here
without division. -/
theorem det_bordered_overlap {A : Matrix n n ℝ} (hA : Aᵀ = -A) {z : n → ℝ}
    (hz : IsOnlyUnpairedMode A z) (v : n → ℝ) :
    (z ⬝ᵥ z) ^ 2 * (bordered A v).det = (v ⬝ᵥ z) ^ 2 * (bordered A z).det := by
  have hAz : A *ᵥ z = 0 := (hz.2 z).2 ⟨1, by simp⟩
  have hu : IsUnit (bordered A z) :=
    (isUnit_bordered_iff hA hz z).2 (mt dotProduct_self_eq_zero.1 hz.1)
  -- solving a linear system splits `v` into a paired part and a multiple of the mode
  obtain ⟨w, hw⟩ : ∃ w, bordered A z *ᵥ w = Sum.elim v (fun _ => 0) :=
    ⟨(bordered A z)⁻¹ *ᵥ Sum.elim v (fun _ => 0), by
      rw [Matrix.mulVec_mulVec,
        Matrix.mul_nonsing_inv _ ((Matrix.isUnit_iff_isUnit_det _).1 hu), Matrix.one_mulVec]⟩
  obtain ⟨x, t, rfl⟩ := exists_components w
  rw [bordered_mulVec] at hw
  have hv : A *ᵥ x + t • z = v := funext fun i => congrFun hw (Sum.inl i)
  have ht : v ⬝ᵥ z = t * (z ⬝ᵥ z) := by
    rw [← hv, dotProduct_comm, dotProduct_add, kernel_orthogonal_range hA hAz,
      dotProduct_smul, smul_eq_mul, zero_add]
  rw [ht, ← hv, det_bordered_mix hA]
  ring
```

### (h) Parity of the size

Under the same assumptions, show that the size $N$ of $A$ satisfies
$$N\equiv1\pmod 2.$$

**Solution.** If $N$ were even, $M(z)$ would be antisymmetric of odd size $N+1$, hence singular by (d). But (e) with $v=z$ makes it invertible.

```lean
/-- An antisymmetric pairing matrix with exactly one unpaired mode, up to multiples, has
odd size. -/
theorem odd_card_of_onlyUnpairedMode {A : Matrix n n ℝ} (hA : Aᵀ = -A) {z : n → ℝ}
    (hz : IsOnlyUnpairedMode A z) : Odd (Fintype.card n) := by
  by_contra h
  rw [Nat.not_odd_iff_even] at h
  have hodd : Odd (Fintype.card (n ⊕ Fin 1)) := by
    rw [Fintype.card_sum, Fintype.card_fin]
    exact h.add_one
  have hB : (bordered A z)ᵀ = -bordered A z := by
    simp [bordered, Matrix.fromBlocks_transpose, Matrix.fromBlocks_neg, hA]
  have hu := (isUnit_bordered_iff hA hz z).2 (mt dotProduct_self_eq_zero.1 hz.1)
  rw [Matrix.isUnit_iff_isUnit_det, isUnit_iff_ne_zero] at hu
  exact hu (det_eq_zero_of_odd hB hodd)
```

### (i) Three indices and the cross product

Let $z\in\mathbb R^3$ be nonzero and let $A_z$ be the matrix of $x\mapsto z\times x$. Show that
$$A_z^T=-A_z,\qquad A_zx=0\iff x=cz\text{ for some }c\in\mathbb R.$$

**Solution.** Antisymmetry is read off the entries, and $z\times cz=0$. If $z\times x=0$, then
$$0=z\times(z\times x)=\langle z,x\rangle z-\langle z,z\rangle x,$$
so $x=\dfrac{\langle z,x\rangle}{\langle z,z\rangle}\,z$. The equations `e0`, `e1` and `e2` are the components of $z\times x=0$, and each `linear_combination` is one component of the double product.

```lean
/-- For every nonzero `z`, the 3 × 3 cross-product pairing matrix is antisymmetric and has `z` as
its only unpaired mode. -/
theorem crossPairing_witness {z : Fin 3 → ℝ} (hz : z ≠ 0) :
    (crossPairing z)ᵀ = -crossPairing z ∧ IsOnlyUnpairedMode (crossPairing z) z := by
  refine ⟨?_, hz, fun x => ⟨fun h => ?_, ?_⟩⟩
  · ext i j
    fin_cases i <;> fin_cases j <;> simp [crossPairing]
  · have hN : z 0 * z 0 + z 1 * z 1 + z 2 * z 2 ≠ 0 := by
      have h0 := mt dotProduct_self_eq_zero.1 hz
      simpa only [dotProduct, Fin.sum_univ_three] using h0
    have e0 : z 1 * x 2 - z 2 * x 1 = 0 := by
      have h0 := congrFun h 0
      simp [crossPairing, Matrix.mulVec, dotProduct, Fin.sum_univ_three] at h0
      linarith
    have e1 : z 2 * x 0 - z 0 * x 2 = 0 := by
      have h0 := congrFun h 1
      simp [crossPairing, Matrix.mulVec, dotProduct, Fin.sum_univ_three] at h0
      linarith
    have e2 : z 0 * x 1 - z 1 * x 0 = 0 := by
      have h0 := congrFun h 2
      simp [crossPairing, Matrix.mulVec, dotProduct, Fin.sum_univ_three] at h0
      linarith
    -- a vector with vanishing cross product equals its projection on `z`
    refine ⟨(z 0 * x 0 + z 1 * x 1 + z 2 * x 2) /
      (z 0 * z 0 + z 1 * z 1 + z 2 * z 2), ?_⟩
    funext i
    rw [Pi.smul_apply, smul_eq_mul, div_mul_eq_mul_div, eq_div_iff hN]
    fin_cases i
    · change x 0 * _ = _ * z 0
      linear_combination z 2 * e1 - z 1 * e2
    · change x 1 * _ = _ * z 1
      linear_combination z 0 * e2 - z 2 * e0
    · change x 2 * _ = _ * z 2
      linear_combination z 1 * e0 - z 0 * e1
  · rintro ⟨c, rfl⟩
    funext i
    fin_cases i <;>
      simp [crossPairing, Matrix.mulVec, dotProduct, Fin.sum_univ_three] <;> ring
```

### (j) The determinant for three indices

For all $z,v\in\mathbb R^3$, including $z=0$, show that the matrix $M(v)$ built from $A_z$ satisfies
$$\det M(v)=\langle v,z\rangle^2.$$

**Solution.** A $4\times4$ antisymmetric matrix $m$ has determinant $(m_{01}m_{23}-m_{02}m_{13}+m_{03}m_{12})^2$. Here the bracket is
$$(-z_2)v_2-z_1v_1+v_0(-z_0)=-\langle v,z\rangle.$$
Lean relabels the indices as `Fin 4`, expands the determinant along first rows and compares polynomials with `ring`.

```lean
/-- For the 3 × 3 cross-product pairing matrix, the determinant of the bordered matrix is the square
of the overlap of `v` with `z`. -/
theorem det_bordered_crossPairing (z v : Fin 3 → ℝ) :
    (bordered (crossPairing z) v).det = (v ⬝ᵥ z) ^ 2 := by
  let e : Fin 4 ≃ Fin 3 ⊕ Fin 1 := (finSumFinEquiv (m := 3) (n := 1)).symm
  have h : (bordered (crossPairing z) v).submatrix e e =
      !![0, -z 2, z 1, v 0; z 2, 0, -z 0, v 1; -z 1, z 0, 0, v 2;
        -v 0, -v 1, -v 2, 0] := by
    ext i j
    fin_cases i <;> fin_cases j <;> rfl
  rw [← Matrix.det_submatrix_equiv_self e, h, dotProduct, Fin.sum_univ_three]
  simp [Matrix.det_succ_row_zero, Fin.sum_univ_succ, Fin.succAbove]
  ring

end UnpairedOrbitalPfaffian
```

```lean
#print axioms UnpairedOrbitalPfaffian.det_bordered_overlap
-- 'UnpairedOrbitalPfaffian.det_bordered_overlap' depends on axioms: [propext, Classical.choice, Quot.sound]
#print axioms UnpairedOrbitalPfaffian.odd_card_of_onlyUnpairedMode
-- 'UnpairedOrbitalPfaffian.odd_card_of_onlyUnpairedMode' depends on axioms: [propext, Classical.choice, Quot.sound]
#print axioms UnpairedOrbitalPfaffian.det_bordered_crossPairing
-- 'UnpairedOrbitalPfaffian.det_bordered_crossPairing' depends on axioms: [propext, Classical.choice, Quot.sound]
```

## Numbers for one configuration

Take $z=(1,2,2)$ and $v=(1,0,1)$, so that $\langle v,z\rangle=3$. The bordered matrix is
$$M(v)=\begin{pmatrix}0&-2&2&1\\2&0&-1&0\\-2&1&0&1\\-1&0&-1&0\end{pmatrix}.$$
Its Pfaffian is $(-2)(1)-(2)(0)+(1)(-1)=-3$ and its determinant is $9$. In normalised form, $\hat z=z/3$ gives $\langle v,\hat z\rangle=1$ and $\det M(\hat z)=\langle\hat z,z\rangle^2=9$, in agreement with (g).

For $v=(2,-1,0)$ the overlap is zero, and so is the Pfaffian: $(-2)(0)-(2)(-1)+(2)(-1)=0$. This orbital is nonzero on two of the three electrons, yet the wave function vanishes.
